# Thermal alignment of a spin-5 nucleus: onset coefficient 39 and saturation at 15

Let a spin-5 nucleus populate its levels \(m=-5,\dots,5\) with Boltzmann weights \(e^{xm}\), and let \(f(x)=\langle m^2\rangle-10\). Then

\[
\lim_{x\to0,\;x\neq0}\frac{f(x)}{x^2}=39,\qquad \lim_{x\to\infty}f(x)=15 .
\]

Both numbers are cases of formulas for any spin \(I\), integer or half-integer, derived below.

The weights describe levels \(E_m=-\Delta\,m\) in thermal equilibrium, with \(x=\Delta/k_BT\). At fixed splitting \(\Delta>0\), small \(x\) means a hot sample and large \(x\) a cold one. Such equally spaced levels are those of a nuclear magnetic moment in a magnetic field, with interactions between nuclei neglected. A quadrupole splitting, which makes the spacing unequal, is not covered. Up to a constant factor, \(f\) is the rank-2 orientation parameter that enters the anisotropy of radiation from oriented nuclei.

```lean
import Mathlib

open Filter Topology Finset

namespace NuclearAlignment

noncomputable section
```

## The multiplet and its thermal mean

The spin is labelled by a natural number \(n\), with \(I=n/2\), so that there are \(n+1=2I+1\) levels. The smallest case, \(n=0\), is a single level with \(I=0\).

```lean
/-- The spin `I = n/2` of a multiplet with `n + 1` levels. -/
def spin (n : ℕ) : ℝ := n / 2
```

The levels are numbered by \(k=0,\dots,n\), and level \(k\) has \(m=k-I\). In Lean, `mz n k` is this real number.

```lean
/-- The magnetic quantum number `m = k - I` of level `k`, where `k = 0, ..., n`. -/
def mz (n k : ℕ) : ℝ := k - spin n
```

For an observable \(g(m)\), diagonal in the level basis, the thermal mean is

\[
\langle g\rangle_x=\frac1{Z(x)}\sum_m g(m)\,e^{xm},\qquad Z(x)=\sum_m e^{xm}.
\]

The Boltzmann populations are part of this definition; they are not derived from a Hamiltonian or a density operator.

```lean
/-- The thermal mean of an observable `g(m)` with Boltzmann weights `exp(x m)`. -/
def thermalMean (n : ℕ) (g : ℝ → ℝ) (x : ℝ) : ℝ :=
  (∑ k ∈ range (n + 1), g (mz n k) * Real.exp (x * mz n k)) /
    ∑ k ∈ range (n + 1), Real.exp (x * mz n k)
```

The alignment is the mean of \(m^2\) less its value for equal populations, \(c=I(I+1)/3\):

\[
f(x)=\langle m^2\rangle_x-c .
\]

```lean
/-- The nuclear alignment: the thermal mean of `m²` minus `I(I+1)/3`. -/
def alignment (n : ℕ) (x : ℝ) : ℝ :=
  thermalMean n (fun m => m ^ 2) x - spin n * (spin n + 1) / 3
```

## Second and fourth moments

For any shift \(a\) and any number of terms \(N\), the standard power sums give

\[
\sum_{k=0}^{N-1}(k-a)^2=Na^2-aN(N-1)+\frac{N(N-1)(2N-1)}6 .
\]

Setting \(N=n+1\) and \(a=n/2\) gives

\[
\sum_m m^2=(n+1)\frac{n(n+2)}{12}=(2I+1)\frac{I(I+1)}3 .
\]

The proof establishes the shifted sum by induction on \(N\) and then substitutes.

```lean
/-- The sum of `m²` over the multiplet is `(2I+1) I(I+1)/3`. -/
theorem sum_mz_sq (n : ℕ) :
    ∑ k ∈ range (n + 1), mz n k ^ 2 = (n + 1) * (spin n * (spin n + 1) / 3) := by
  have h : ∀ (a : ℝ) (N : ℕ), ∑ k ∈ range N, ((k : ℝ) - a) ^ 2 =
      N * a ^ 2 - a * (N * (N - 1)) + N * (N - 1) * (2 * N - 1) / 6 := by
    intro a N
    induction N with
    | zero => simp
    | succ N ih => rw [sum_range_succ, ih]; push_cast; ring
  simp only [mz]
  rw [h]
  unfold spin
  push_cast
  ring
```

The fourth moment follows in the same way. Expanding \((k-a)^4\) and inserting the sums of \(k\), \(k^2\), \(k^3\) and \(k^4\) gives the shifted formula `h` below. At \(N=n+1\), \(a=n/2\) it becomes

\[
\sum_m m^4=(n+1)\frac{n(n+2)(3n^2+6n-4)}{240}=(2I+1)\frac{I(I+1)(3I^2+3I-1)}{15}.
\]

```lean
/-- The sum of `m⁴` over the multiplet is `(2I+1) I(I+1)(3I²+3I-1)/15`. -/
theorem sum_mz_four (n : ℕ) :
    ∑ k ∈ range (n + 1), mz n k ^ 4 =
      (n + 1) * (spin n * (spin n + 1) * (3 * spin n ^ 2 + 3 * spin n - 1) / 15) := by
  have h : ∀ (a : ℝ) (N : ℕ), ∑ k ∈ range N, ((k : ℝ) - a) ^ 4 =
      N * a ^ 4 - 2 * a ^ 3 * (N * (N - 1)) + a ^ 2 * (N * (N - 1) * (2 * N - 1))
        - a * (N ^ 2 * (N - 1) ^ 2)
        + N * (N - 1) * (2 * N - 1) * (3 * N ^ 2 - 3 * N - 1) / 30 := by
    intro a N
    induction N with
    | zero => simp
    | succ N ih => rw [sum_range_succ, ih]; push_cast; ring
  simp only [mz]
  rw [h]
  unfold spin
  push_cast
  ring
```

## An exact formula for the alignment

The replacement \(k\to n-k\) reverses the multiplet and sends \(m\) to \(-m\). If \(g(-m)=g(m)\), then

\[
\sum_m g(m)e^{xm}=\sum_m g(m)e^{-xm}.
\]

Averaging the two sides turns the exponential into a hyperbolic cosine:

\[
\sum_m g(m)e^{xm}=\sum_m g(m)\cosh(xm).
\]

In the proof, `sum_range_reflect` performs the reversal, and `linarith` combines the two equal sums with their average.

```lean
/-- For an observable even in `m`, the weights `exp(x m)` in the weighted sum may be
replaced by `cosh(x m)`. -/
theorem sum_exp_eq_sum_cosh (n : ℕ) (g : ℝ → ℝ) (hg : ∀ m, g (-m) = g m) (x : ℝ) :
    ∑ k ∈ range (n + 1), g (mz n k) * Real.exp (x * mz n k) =
      ∑ k ∈ range (n + 1), g (mz n k) * Real.cosh (x * mz n k) := by
  -- reflect the multiplet, m → -m
  have h : ∑ k ∈ range (n + 1), g (mz n k) * Real.exp (x * mz n k) =
      ∑ k ∈ range (n + 1), g (mz n k) * Real.exp (-(x * mz n k)) := by
    refine (sum_range_reflect
      (fun k => g (mz n k) * Real.exp (x * mz n k)) (n + 1)).symm.trans
      (sum_congr rfl fun k hk => ?_)
    have hk' : k ≤ n := by
      have := mem_range.mp hk
      omega
    have e : mz n (n + 1 - 1 - k) = -mz n k := by
      simp only [mz, spin, Nat.add_sub_cancel]
      rw [Nat.cast_sub hk']
      ring
    show g (mz n (n + 1 - 1 - k)) * Real.exp (x * mz n (n + 1 - 1 - k)) = _
    rw [e, hg, mul_neg]
  have h2 : ∑ k ∈ range (n + 1), g (mz n k) * Real.cosh (x * mz n k) =
      (∑ k ∈ range (n + 1), g (mz n k) * Real.exp (x * mz n k) +
        ∑ k ∈ range (n + 1), g (mz n k) * Real.exp (-(x * mz n k))) / 2 := by
    rw [← sum_add_distrib, sum_div]
    refine sum_congr rfl fun k _ => ?_
    rw [Real.cosh_eq]
    ring
  linarith
```

Apply this to \(g(m)=m^2-c\). The second moment gives \(\sum_m(m^2-c)=0\), so 1 may be subtracted from each cosine:

\[
\begin{aligned}
Z(x)f(x)&=\sum_m(m^2-c)e^{xm}=\sum_m(m^2-c)\cosh(xm)\\
&=\sum_m(m^2-c)\bigl(\cosh(xm)-1\bigr)=\sum_m(m^2-c)\,2\sinh^2\frac{xm}2 .
\end{aligned}
\]

Dividing by \(Z(x)>0\) gives an identity valid at every real \(x\). The facts `h0` to `h3` are the vanishing unweighted sum, the cosine replacement, the splitting of the exponential sum, and the half-angle identity.

```lean
/-- The alignment is exactly the sum of `(m² - I(I+1)/3) · 2 sinh²(x m/2)` divided by the
partition sum. -/
theorem alignment_eq (n : ℕ) (x : ℝ) :
    alignment n x =
      (∑ k ∈ range (n + 1), (mz n k ^ 2 - spin n * (spin n + 1) / 3) *
        (2 * Real.sinh (x * mz n k / 2) ^ 2)) /
      ∑ k ∈ range (n + 1), Real.exp (x * mz n k) := by
  have hZ : 0 < ∑ k ∈ range (n + 1), Real.exp (x * mz n k) :=
    sum_pos (fun _ _ => Real.exp_pos _) ⟨0, by simp⟩
  unfold alignment thermalMean
  set c := spin n * (spin n + 1) / 3 with hc
  -- the unweighted alignment vanishes
  have h0 : ∑ k ∈ range (n + 1), (mz n k ^ 2 - c) = 0 := by
    rw [sum_sub_distrib, sum_mz_sq, ← hc]
    simp
  have h1 := sum_exp_eq_sum_cosh n (fun m => m ^ 2 - c) (fun m => by ring) x
  have h2 : ∑ k ∈ range (n + 1), (mz n k ^ 2 - c) * Real.exp (x * mz n k) =
      ∑ k ∈ range (n + 1), mz n k ^ 2 * Real.exp (x * mz n k) -
        c * ∑ k ∈ range (n + 1), Real.exp (x * mz n k) := by
    simp only [sub_mul, sum_sub_distrib, mul_sum]
  have h3 : ∑ k ∈ range (n + 1), (mz n k ^ 2 - c) * Real.cosh (x * mz n k) =
      ∑ k ∈ range (n + 1), (mz n k ^ 2 - c) * (2 * Real.sinh (x * mz n k / 2) ^ 2) +
        ∑ k ∈ range (n + 1), (mz n k ^ 2 - c) := by
    rw [← sum_add_distrib]
    refine sum_congr rfl fun k _ => ?_
    have e := Real.cosh_two_mul (x * mz n k / 2)
    rw [Real.cosh_sq, mul_div_cancel₀ _ (two_ne_zero' ℝ)] at e
    rw [e]
    ring
  rw [eq_div_iff hZ.ne', sub_mul, div_mul_cancel₀ _ hZ.ne']
  linarith
```

## Quadratic onset

Divide the exact formula by \(x^2\):

\[
\frac{f(x)}{x^2}=\frac1{Z(x)}\sum_m2(m^2-c)\left(\frac{\sinh(xm/2)}x\right)^2 .
\]

As \(x\to0\), the quotient in brackets tends to the derivative of \(\sinh(xm/2)\) at zero, which is \(m/2\), and \(Z(x)\to2I+1\). Hence

\[
\begin{aligned}
\frac{f(x)}{x^2}&\to\frac1{2I+1}\left(\frac12\sum_m m^4-\frac{I(I+1)}6\sum_m m^2\right)\\
&=\frac{I(I+1)}2\left(\frac{3I^2+3I-1}{15}-\frac{I(I+1)}9\right)\\
&=\frac{I(I+1)(4I^2+4I-3)}{90}=\frac{I(I+1)(2I-1)(2I+3)}{90}.
\end{aligned}
\]

The filter `𝓝[≠] 0` expresses \(x\to0\) through nonzero values of either sign. In the proof, `hs` is the derivative limit, `hN` and `hZ` are the limits of numerator and partition sum, and `val` is the evaluation by moments.

```lean
/-- Quadratic onset: as `x → 0` with `x ≠ 0`, the alignment divided by `x²` tends to
`I(I+1)(2I-1)(2I+3)/90`. -/
theorem alignment_onset (n : ℕ) :
    Tendsto (fun x => alignment n x / x ^ 2) (𝓝[≠] 0)
      (𝓝 (spin n * (spin n + 1) * (2 * spin n - 1) * (2 * spin n + 3) / 90)) := by
  -- sinh(x a/2)/x tends to the slope a/2
  have hs : ∀ a : ℝ, Tendsto (fun x => Real.sinh (x * a / 2) / x) (𝓝[≠] 0) (𝓝 (a / 2)) := by
    intro a
    have h1 : HasDerivAt (fun x : ℝ => x * a / 2) (a / 2) 0 :=
      (((hasDerivAt_id' (0 : ℝ)).mul_const a).div_const 2).congr_deriv (by ring)
    have h2 : HasDerivAt (fun x : ℝ => Real.sinh (x * a / 2)) (a / 2) 0 :=
      h1.sinh.congr_deriv (by simp)
    refine (hasDerivAt_iff_tendsto_slope.mp h2).congr fun x => ?_
    simp [slope_def_field]
  have hN := tendsto_finsetSum (range (n + 1)) fun k _ =>
    ((hs (mz n k)).pow 2).const_mul (2 * (mz n k ^ 2 - spin n * (spin n + 1) / 3))
  have hZ : Tendsto (fun x : ℝ => ∑ k ∈ range (n + 1), Real.exp (x * mz n k))
      (𝓝[≠] 0) (𝓝 ((n : ℝ) + 1)) := by
    have hc : Continuous fun x : ℝ => ∑ k ∈ range (n + 1), Real.exp (x * mz n k) := by
      fun_prop
    have e : ∑ k ∈ range (n + 1), Real.exp (0 * mz n k) = (n : ℝ) + 1 := by simp
    rw [← e]
    exact (hc.tendsto 0).mono_left nhdsWithin_le_nhds
  have hne : (n : ℝ) + 1 ≠ 0 := by positivity
  -- the limit is evaluated with the second and fourth moments
  have val : (∑ k ∈ range (n + 1), 2 * (mz n k ^ 2 - spin n * (spin n + 1) / 3) *
      (mz n k / 2) ^ 2) / ((n : ℝ) + 1) =
      spin n * (spin n + 1) * (2 * spin n - 1) * (2 * spin n + 3) / 90 := by
    have e : ∑ k ∈ range (n + 1), 2 * (mz n k ^ 2 - spin n * (spin n + 1) / 3) *
        (mz n k / 2) ^ 2 = 1 / 2 * ∑ k ∈ range (n + 1), mz n k ^ 4 -
        spin n * (spin n + 1) / 6 * ∑ k ∈ range (n + 1), mz n k ^ 2 := by
      rw [mul_sum, mul_sum, ← sum_sub_distrib]
      exact sum_congr rfl fun k _ => by ring
    rw [e, sum_mz_four, sum_mz_sq, div_eq_iff hne]
    ring
  rw [← val]
  refine (hN.div hZ hne).congr fun x => ?_
  simp only [Pi.div_apply]
  rw [alignment_eq, div_right_comm]
  -- the partition sum is common to both sides
  congr 1
  rw [sum_div]
  exact sum_congr rfl fun k _ => by ring
```

## Saturation

For large \(x\), measure every weight relative to that of the level \(m=I\), which is \(k=n\). Multiplying numerator and denominator by \(e^{-xI}\) gives

\[
\langle g\rangle_x=\frac{\sum_k g(m_k)\,e^{x(k-n)}}{\sum_k e^{x(k-n)}},\qquad m_k=k-I .
\]

Every term with \(k<n\) has a negative exponent and vanishes as \(x\to\infty\); the term \(k=n\) keeps weight 1. The mean therefore tends to \(g(I)\), for any real function \(g\) whatever. The fact `key` is this limit for a general weighted sum, used once for the numerator and once for the denominator, while `e` supplies the common factor.

```lean
/-- As `x → ∞`, the thermal mean of any observable `g(m)` tends to its value `g(I)` in the
level `m = I`. -/
theorem thermalMean_saturation (n : ℕ) (g : ℝ → ℝ) :
    Tendsto (thermalMean n g) atTop (𝓝 (g (spin n))) := by
  -- weights relative to the level m = I
  have key : ∀ h : ℕ → ℝ, Tendsto (fun x : ℝ => ∑ k ∈ range (n + 1),
      h k * Real.exp (x * ((k : ℝ) - n))) atTop (𝓝 (h n)) := by
    intro h
    simp only [sum_range_succ, sub_self, mul_zero, Real.exp_zero, mul_one]
    have h0 : Tendsto (fun x : ℝ => ∑ k ∈ range n, h k * Real.exp (x * ((k : ℝ) - n)))
        atTop (𝓝 (∑ k ∈ range n, (0 : ℝ))) := by
      refine tendsto_finsetSum _ fun k hk => ?_
      have hk' : (k : ℝ) - n < 0 := by
        have : (k : ℝ) < n := by exact_mod_cast mem_range.mp hk
        linarith
      have t := (Real.tendsto_exp_atBot.comp
        (tendsto_id.atTop_mul_const_of_neg hk')).const_mul (h k)
      rw [mul_zero] at t
      exact t
    have t := h0.add_const (h n)
    rw [sum_const_zero, zero_add] at t
    exact t
  have e : ∀ (x : ℝ) (h : ℕ → ℝ),
      ∑ k ∈ range (n + 1), h k * Real.exp (x * ((k : ℝ) - n)) =
      (∑ k ∈ range (n + 1), h k * Real.exp (x * mz n k)) * Real.exp (-(x * spin n)) := by
    intro x h
    rw [sum_mul]
    refine sum_congr rfl fun k _ => ?_
    rw [mul_assoc, ← Real.exp_add]
    congr 2
    unfold mz spin
    ring
  have top : mz n n = spin n := by
    unfold mz spin
    ring
  have t := (key fun k => g (mz n k)).div (key fun _ => 1) one_ne_zero
  rw [div_one, top] at t
  refine t.congr fun x => ?_
  simp only [Pi.div_apply]
  rw [e x fun k => g (mz n k), e x fun _ => 1, mul_div_mul_right _ _ (Real.exp_ne_zero _)]
  simp only [thermalMean, one_mul]
```

With \(g(m)=m^2\),

\[
f(x)\to I^2-\frac{I(I+1)}3=\frac{I(2I-1)}3 .
\]

```lean
/-- Saturation: as `x → ∞`, the alignment tends to `I(2I-1)/3`. -/
theorem alignment_saturation (n : ℕ) :
    Tendsto (alignment n) atTop (𝓝 (spin n * (2 * spin n - 1) / 3)) := by
  have t := (thermalMean_saturation n fun m => m ^ 2).sub_const (spin n * (spin n + 1) / 3)
  have e : spin n * (2 * spin n - 1) / 3 = spin n ^ 2 - spin n * (spin n + 1) / 3 := by ring
  rw [e]
  exact t
```

## Spin 5 and spin 1/2

For \(I=5\), which is \(n=10\), the subtracted constant is \(5\cdot6/3=10\), and the two limits are

\[
\frac{5\cdot6\cdot9\cdot13}{90}=39,\qquad\frac{5\cdot9}3=15 .
\]

The theorem `spin_five` states all three facts together. Its first part confirms that `alignment 10` is the function \(f\) of the opening paragraph.

```lean
/-- For a spin-5 nucleus the alignment is the mean of `m²` minus 10; divided by `x²` it tends
to 39 as `x → 0` with `x ≠ 0`, and it tends to 15 as `x → ∞`. -/
theorem spin_five :
    (∀ x, alignment 10 x = thermalMean 10 (fun m => m ^ 2) x - 10) ∧
    Tendsto (fun x => alignment 10 x / x ^ 2) (𝓝[≠] 0) (𝓝 39) ∧
    Tendsto (alignment 10) atTop (𝓝 15) := by
  have hI : spin 10 = 5 := by norm_num [spin]
  refine ⟨fun x => ?_, ?_, ?_⟩
  · unfold alignment
    rw [hI]
    norm_num
  · have t := alignment_onset 10
    rw [hI] at t
    convert t using 2
    norm_num
  · have t := alignment_saturation 10
    rw [hI] at t
    convert t using 2
    norm_num
```

For \(I=1/2\), both levels have \(m^2=1/4\), and \(c=\tfrac12\cdot\tfrac32/3=1/4\) as well. Every term of the exact formula is zero, so a spin-1/2 nucleus has no alignment at any \(x\), however strongly it is polarised. The proof checks the two levels \(k=0\) and \(k=1\) in turn.

```lean
/-- The alignment of a spin-1/2 nucleus is zero for every `x`. -/
theorem spin_half (x : ℝ) : alignment 1 x = 0 := by
  rw [alignment_eq, sum_eq_zero, zero_div]
  intro k hk
  have hk' : k = 0 ∨ k = 1 := by
    have := mem_range.mp hk
    omega
  have h : mz 1 k ^ 2 - spin 1 * (spin 1 + 1) / 3 = 0 := by
    rcases hk' with rfl | rfl <;> norm_num [mz, spin]
  rw [h, zero_mul]

end

end NuclearAlignment
```

```lean
#print axioms NuclearAlignment.alignment_saturation
#print axioms NuclearAlignment.spin_five
#print axioms NuclearAlignment.spin_half
```

```
'NuclearAlignment.alignment_saturation' depends on axioms: [propext, Classical.choice, Quot.sound]
'NuclearAlignment.spin_five' depends on axioms: [propext, Classical.choice, Quot.sound]
'NuclearAlignment.spin_half' depends on axioms: [propext, Classical.choice, Quot.sound]
```
